# Linear mixing with a linear density response: the energy falls exactly for steps between zero and twice the optimum

Whether a step of linear mixing lowers the energy of a self-consistent field calculation depends on how the density answers a change of the potential, and here that answer is taken to be exactly linear. An input potential V produces a density ρ(V), the density produces an output potential Kρ(V), and self-consistency means that the two potentials agree. Linear mixing replaces V by V + aR, where R = Kρ(V) − V is the residual and a is the mixing parameter. At a = 1 the output potential is taken over in full. The statement in the title is proved for R ≠ 0, a symmetric negative definite response and a symmetric positive semidefinite interaction, such as the Hartree interaction.

```lean
import Mathlib

open scoped InnerProductSpace

noncomputable section

namespace LinearMixing
```

## Density and interaction are linear

The density is ρ(V) = r + XV. Here r is the density at V = 0, with only the external potential acting, and X is the static response of the non-interacting particles, often written χ₀. The linear map K turns a density into a potential, as the Hartree interaction does. Potentials and densities live in one real inner product space `H` of any dimension, and the structure `ResponseModel` holds r, X and K with their properties.

```lean
/-- A linear-response model of self-consistency: a reference density `r`, a symmetric negative
definite response `X` and a symmetric positive semidefinite interaction `K`. -/
structure ResponseModel (H : Type*) [NormedAddCommGroup H] [InnerProductSpace ℝ H] where
  r : H
  X : H →ₗ[ℝ] H
  K : H →ₗ[ℝ] H
  X_symm : ∀ u v, ⟪X u, v⟫_ℝ = ⟪u, X v⟫_ℝ
  X_neg : ∀ v, v ≠ 0 → ⟪v, X v⟫_ℝ < 0
  K_symm : ∀ u v, ⟪K u, v⟫_ℝ = ⟪u, K v⟫_ℝ
  K_nonneg : ∀ v, 0 ≤ ⟪v, K v⟫_ℝ

variable {H : Type*} [NormedAddCommGroup H] [InnerProductSpace ℝ H]

/-- The density `ρ(V) = r + X V` produced by the potential `V`. -/
def ResponseModel.density (M : ResponseModel H) (V : H) : H := M.r + M.X V

/-- The residual `R = K ρ(V) - V`: output potential minus input potential. -/
def ResponseModel.residual (M : ResponseModel H) (V : H) : H := M.K (M.density V) - V
```

The energy is

E(V) = −⟨V, XV⟩/2 + ⟨ρ(V), Kρ(V)⟩/2.

The first term is the non-interacting energy, external potential included, of the density ρ(V), measured from its value at V = 0. The second is the interaction energy.

```lean
/-- The energy `E(V) = -⟨V, X V⟩/2 + ⟨ρ(V), K ρ(V)⟩/2`. -/
def ResponseModel.energy (M : ResponseModel H) (V : H) : ℝ :=
  -⟪V, M.X V⟫_ℝ / 2 + ⟪M.density V, M.K (M.density V)⟫_ℝ / 2
```

Two more definitions name the quadratic form that bends the energy and the candidate for the best step,

a* = −⟨R, XR⟩ / ⟨R, (XKX − X)R⟩.

That a* is optimal is proved below and is not part of its definition.

```lean
/-- The quadratic form `⟨W, (X K X - X) W⟩`. -/
def ResponseModel.curvature (M : ResponseModel H) (W : H) : ℝ :=
  ⟪W, M.X (M.K (M.X W)) - M.X W⟫_ℝ

/-- The step `a* = -⟨R, X R⟩ / ⟨R, (X K X - X) R⟩` along the residual `R` at `V`,
meant for `R ≠ 0`. -/
def ResponseModel.optStep (M : ResponseModel H) (V : H) : ℝ :=
  -⟪M.residual V, M.X (M.residual V)⟫_ℝ / M.curvature (M.residual V)
```

Linearity of the response enters the derivation through ρ(V + W) = ρ(V) + XW for any change W of the potential, which is `hρ` in the proof of `energy_add`. Linearity of K then splits the output potential into Kρ(V) + KXW. In a real calculation the density depends nonlinearly on V, and the energy along R is in general no longer a parabola. The step from this model to such a calculation is the linearisation near the solution of ρ and, if there is one, of the exchange-correlation potential. The error of this step is not estimated here.

## X and K are symmetric

Symmetry expresses reciprocity: the density at one point responds to the potential at another as it does with the points exchanged, and likewise for the interaction. It is needed when the energy is expanded. Writing ρ for ρ(V),

E(V + W) = E(V) − (⟨V, XW⟩ + ⟨W, XV⟩)/2 + (⟨ρ, KXW⟩ + ⟨XW, Kρ⟩)/2 − ⟨W, XW⟩/2 + ⟨XW, KXW⟩/2.

Symmetry of X gives ⟨W, XV⟩ = ⟨V, XW⟩, and symmetry of K gives ⟨ρ, KXW⟩ = ⟨Kρ, XW⟩. The first-order terms therefore combine to ⟨Kρ − V, XW⟩ = ⟨R, XW⟩. Symmetry of X also gives ⟨XW, KXW⟩ = ⟨W, XKXW⟩, so that

E(V + W) = E(V) + ⟨R, XW⟩ + ⟨W, (XKX − X)W⟩/2.

In the proof, `h1`, `h2` and `h4` are these identities, `h3` is the symmetry of the real inner product, `simp` multiplies out the inner products, and `linarith` collects the terms.

```lean
/-- Exact expansion of the energy for an arbitrary change `W` of the potential. -/
theorem energy_add (M : ResponseModel H) (V W : H) :
    M.energy (V + W) = M.energy V + ⟪M.residual V, M.X W⟫_ℝ + M.curvature W / 2 := by
  have hρ : M.density (V + W) = M.density V + M.X W := by
    simp only [ResponseModel.density, map_add, add_assoc]
  -- the symmetry of X and K identifies the cross terms
  have h1 : ⟪W, M.X V⟫_ℝ = ⟪V, M.X W⟫_ℝ :=
    (M.X_symm W V).symm.trans (real_inner_comm _ _)
  have h2 := M.K_symm (M.density V) (M.X W)
  have h3 : ⟪M.X W, M.K (M.density V)⟫_ℝ = ⟪M.K (M.density V), M.X W⟫_ℝ :=
    real_inner_comm _ _
  have h4 := M.X_symm W (M.K (M.X W))
  simp only [ResponseModel.energy, ResponseModel.residual, ResponseModel.curvature, hρ,
    map_add, inner_add_left, inner_add_right, inner_sub_left, inner_sub_right]
  linarith
```

Setting W = aR gives the parabola

E(V + aR) = E(V) + a⟨R, XR⟩ + a²⟨R, (XKX − X)R⟩/2.

```lean
/-- Along the residual `R` the energy is the parabola
`E + a ⟨R, X R⟩ + a² ⟨R, (X K X - X) R⟩ / 2` in the mixing parameter `a`. -/
theorem energy_line (M : ResponseModel H) (V : H) (a : ℝ) :
    M.energy (V + a • M.residual V) = M.energy V
      + a * ⟪M.residual V, M.X (M.residual V)⟫_ℝ
      + a ^ 2 * M.curvature (M.residual V) / 2 := by
  rw [energy_add]
  simp only [ResponseModel.curvature, map_smul, inner_sub_right, real_inner_smul_left,
    real_inner_smul_right]
  ring
```

If X were not symmetric, the first-order term would gain (⟨V, XW⟩ − ⟨XV, W⟩)/2, and a self-consistent potential would not have to be a stationary point of E.

## X is negative definite and K positive semidefinite

Raising the potential pushes particles away, so the response is negative. At fixed particle number a constant shift of V changes nothing, so strict negativity requires potentials to be taken modulo constants. The condition on K says that ⟨v, Kv⟩ is never negative, whether v is a density or a difference of two densities. This holds for the Hartree term, but it can fail once an exchange-correlation kernel is added to K.

Both signs enter through the curvature, which splits into an interaction part and a response part:

⟨W, (XKX − X)W⟩ = ⟨XW, KXW⟩ − ⟨W, XW⟩.

```lean
/-- The curvature is the sum of an interaction part `⟨X W, K X W⟩` and a response part
`-⟨W, X W⟩`. -/
theorem curvature_eq (M : ResponseModel H) (W : H) :
    M.curvature W = ⟪M.X W, M.K (M.X W)⟫_ℝ + -⟪W, M.X W⟫_ℝ := by
  rw [ResponseModel.curvature, inner_sub_right, M.X_symm, sub_eq_add_neg]
```

For W ≠ 0 the first part is at least zero and the second is positive, so the energy bends upwards in every direction.

```lean
/-- The energy has positive curvature along every nonzero change of the potential. -/
theorem curvature_pos (M : ResponseModel H) {W : H} (hW : W ≠ 0) : 0 < M.curvature W := by
  rw [curvature_eq]
  linarith [M.X_neg W hW, M.K_nonneg (M.X W)]
```

Negative semidefiniteness of X would not be enough: it admits X = 0, for which E does not depend on V and no step lowers it. If K could be negative, the bound a* ≤ 1 could fail. On the real line with X = −1 and K = −1/2, the optimal step is 2.

## The residual is nonzero

A nonzero residual means that V is not yet self-consistent. Write g = −⟨R, XR⟩ and c = ⟨R, (XKX − X)R⟩. Then g > 0 and c = g + ⟨XR, KXR⟩ ≥ g, hence

0 < a* = g/c ≤ 1.

Since g = c a*, the parabola can be written through its two zeros:

E(V + aR) − E(V) = −ag + a²c/2 = (c/2) a (a − 2a*).

The right-hand side is negative exactly for 0 < a < 2a*. Completing the square gives

E(V + aR) − E(V + a*R) = (c/2)(a − a*)²,

so a* is the unique minimiser along R.

The theorem `line_search` states these three facts together: the range of a*, the strict inequality for every other step, and the equivalence between descent and 0 < a < 2a*.

```lean
/-- Line search for linear mixing: if the residual `R` is nonzero, then `a*` lies in `(0, 1]`,
it is the unique minimiser of the energy along `R`, and a step `a` lowers the energy exactly
when `0 < a < 2 a*`. -/
theorem line_search (M : ResponseModel H) (V : H) (hR : M.residual V ≠ 0) :
    (0 < M.optStep V ∧ M.optStep V ≤ 1) ∧
    (∀ a : ℝ, a ≠ M.optStep V →
      M.energy (V + M.optStep V • M.residual V) < M.energy (V + a • M.residual V)) ∧
    (∀ a : ℝ, M.energy (V + a • M.residual V) < M.energy V ↔
      0 < a ∧ a < 2 * M.optStep V) := by
  have hc := curvature_pos M hR
  have hg := M.X_neg _ hR
  have hs : 0 < M.optStep V := div_pos (by linarith) hc
  have hs1 : M.optStep V ≤ 1 := by
    rw [ResponseModel.optStep, div_le_one hc, curvature_eq]
    linarith [M.K_nonneg (M.X (M.residual V))]
  have hcs : M.optStep V * M.curvature (M.residual V)
      = -⟪M.residual V, M.X (M.residual V)⟫_ℝ := by
    have hc' := hc.ne'
    unfold ResponseModel.optStep
    field_simp
  -- the parabola written through its two zeros, 0 and 2 a*
  have key : ∀ a : ℝ, M.energy (V + a • M.residual V) = M.energy V
      + M.curvature (M.residual V) / 2 * (a * (a - 2 * M.optStep V)) := by
    intro a
    rw [energy_line]
    linear_combination a * hcs
  refine ⟨⟨hs, hs1⟩, fun a ha => ?_, fun a => ⟨fun h => ?_, fun h => ?_⟩⟩
  · rw [key, key a]
    have hsq : 0 < (a - M.optStep V) ^ 2 := by
      have := sub_ne_zero.mpr ha
      positivity
    nlinarith [mul_pos hc hsq]
  · rw [key] at h
    have hneg : a * (a - 2 * M.optStep V) < 0 := by
      by_contra hn
      have := mul_nonneg (half_pos hc).le (not_lt.mp hn)
      linarith
    rcases mul_neg_iff.mp hneg with ⟨h1, h2⟩ | ⟨h1, h2⟩
    · exact ⟨h1, by linarith⟩
    · linarith
  · rw [key]
    have hneg := mul_neg_of_pos_of_neg h.1 (sub_neg.mpr h.2)
    linarith [mul_neg_of_pos_of_neg (half_pos hc) hneg]
```

In the proof, `hs` and `hs1` give the range, `hcs` is g = c a*, and `key` is the factorised parabola. The square `hsq` settles the minimum. For the descent window, `mul_neg_iff` splits a negative product into its two sign patterns, and the pattern a < 0, a > 2a* contradicts a* > 0.

With R = 0 every step leaves V where it is, and a* becomes 0/0, to which Lean assigns the value 0.

## The interaction is bounded by the response

A fixed mixing parameter needs a bound that holds in all directions. The hypothesis `hκ` asks for a number κ with

⟨XW, KXW⟩ ≤ −κ⟨W, XW⟩ for all W.

In finite dimension this says that 1 + κ bounds the eigenvalues of the dielectric operator 1 − KX, which measures how strongly the particles screen a perturbation.

At W = R the bound reads c ≤ (1 + κ)g. Also κ ≥ 0, because 0 ≤ ⟨XR, KXR⟩ ≤ κg with g > 0. Therefore

a* = g/c ≥ 1/(1 + κ),

and every a with 0 < a < 2/(1 + κ) lies inside the descent window. The proof derives κ ≥ 0 as `hk` and the lower bound on a* as `hs`, then applies `line_search`.

```lean
/-- Safe fixed damping: if `⟨X W, K X W⟩ ≤ κ (-⟨W, X W⟩)` for all `W`, every mixing parameter
`0 < a < 2/(1 + κ)` lowers the energy wherever the residual is nonzero. -/
theorem fixed_damping (M : ResponseModel H) (κ : ℝ)
    (hκ : ∀ W, ⟪M.X W, M.K (M.X W)⟫_ℝ ≤ κ * -⟪W, M.X W⟫_ℝ)
    (V : H) (hR : M.residual V ≠ 0) (a : ℝ) (ha : 0 < a) (ha2 : a < 2 / (1 + κ)) :
    M.energy (V + a • M.residual V) < M.energy V := by
  have hg := M.X_neg _ hR
  have hb := hκ (M.residual V)
  have hk : 0 ≤ κ := by
    by_contra hn
    have := mul_neg_of_neg_of_pos (not_le.mp hn) (neg_pos.mpr hg)
    linarith [M.K_nonneg (M.X (M.residual V))]
  -- the optimal step is bounded below by 1 / (1 + κ)
  have hs : 1 / (1 + κ) ≤ M.optStep V := by
    rw [ResponseModel.optStep, div_le_div_iff₀ (by linarith) (curvature_pos M hR),
      curvature_eq]
    linarith
  have h2 : 2 / (1 + κ) = 2 * (1 / (1 + κ)) := by ring
  exact ((line_search M V hR).2.2 a).mpr ⟨ha, by linarith⟩
```

Without such a bound, no single positive a is safe for all models, since the window can be arbitrarily narrow. In electronic structure this is the long-wavelength trouble of metals: the Hartree interaction grows with the wavelength, and the response of a metal stays nonzero there, whereas that of an insulator vanishes and compensates the growth. In a metal the smallest possible κ therefore grows with the cell and the guaranteed step shrinks, as far as the linear model describes the calculation.

The theorem guarantees a lower energy after each step from a potential that is not self-consistent. It does not state that the iteration converges.

## Self-consistent potentials are the minimisers

The next theorem needs only the properties of the model. If R = 0, the expansion with W − V as the change of potential has no first-order term, and the positive curvature gives E(W) ≥ E(V) for every W. If R ≠ 0, the step a* lowers the energy, so V is not a minimiser. The proof follows these two directions, with the case W = V treated separately. Existence of a self-consistent potential is not claimed.

```lean
/-- A potential is self-consistent exactly when it minimises the energy globally. -/
theorem selfConsistent_iff_minimiser (M : ResponseModel H) (V : H) :
    M.residual V = 0 ↔ ∀ W, M.energy V ≤ M.energy W := by
  constructor
  · intro h W
    by_cases hW : W = V
    · rw [hW]
    · have he := energy_add M V (W - V)
      rw [add_sub_cancel, h, inner_zero_left] at he
      linarith [curvature_pos M (sub_ne_zero.mpr hW)]
  · intro h
    by_contra hR
    -- a nonzero residual would offer a step that lowers the energy
    obtain ⟨⟨hs, _⟩, _, hd⟩ := line_search M V hR
    exact not_lt_of_ge (h _) ((hd (M.optStep V)).mpr ⟨hs, by linarith⟩)
```

## A scalar model that meets the conditions

Take X = −χ and K = κ as multiples of the identity, with χ > 0 and κ ≥ 0. In this example κ is the interaction strength and not the bound of `fixed_damping`; the smallest such bound for r ≠ 0 is the product χκ.

```lean
/-- The model with scalar response `X = -χ` and scalar interaction `K = κ`,
for `χ > 0` and `κ ≥ 0`. -/
def scalarModel (r : H) (χ κ : ℝ) (hχ : 0 < χ) (hκ : 0 ≤ κ) : ResponseModel H where
  r := r
  X := (-χ) • LinearMap.id
  K := κ • LinearMap.id
  X_symm u v := by
    change ⟪(-χ) • u, v⟫_ℝ = ⟪u, (-χ) • v⟫_ℝ
    rw [real_inner_smul_left, real_inner_smul_right]
  X_neg v hv := by
    change ⟪v, (-χ) • v⟫_ℝ < 0
    rw [real_inner_smul_right, real_inner_self_eq_norm_sq]
    exact mul_neg_of_neg_of_pos (neg_neg_of_pos hχ) (pow_pos (norm_pos_iff.mpr hv) 2)
  K_symm u v := by
    change ⟪κ • u, v⟫_ℝ = ⟪u, κ • v⟫_ℝ
    rw [real_inner_smul_left, real_inner_smul_right]
  K_nonneg v := by
    change 0 ≤ ⟪v, κ • v⟫_ℝ
    rw [real_inner_smul_right, real_inner_self_eq_norm_sq]
    exact mul_nonneg hκ (sq_nonneg _)
```

Now let κ > 0 and r ≠ 0. At V = 0 the residual is R = κr, which is nonzero, and

g = χκ²⟨r, r⟩,

c = χκ²⟨r, r⟩(1 + χκ),

a* = g/c = 1/(1 + χκ).

The optimal step is thus the inverse of the scalar dielectric constant 1 + χκ. In the proof, `hR`, `hg` and `hc` compute R, −g and c, and the last lines form the quotient.

```lean
/-- In the scalar model with `χ, κ > 0` and `r ≠ 0`, the residual at `V = 0` is nonzero and the
optimal step there is `1/(1 + χ κ)`. -/
theorem scalarModel_witness (r : H) (hr : r ≠ 0) (χ κ : ℝ) (hχ : 0 < χ) (hκ : 0 < κ) :
    (scalarModel r χ κ hχ hκ.le).residual 0 ≠ 0 ∧
    (scalarModel r χ κ hχ hκ.le).optStep 0 = 1 / (1 + χ * κ) := by
  have hX : ∀ W, (scalarModel r χ κ hχ hκ.le).X W = (-χ) • W := fun _ => rfl
  have hK : ∀ W, (scalarModel r χ κ hχ hκ.le).K W = κ • W := fun _ => rfl
  have hR : (scalarModel r χ κ hχ hκ.le).residual 0 = κ • r := by
    rw [ResponseModel.residual, ResponseModel.density, map_zero, add_zero, sub_zero, hK]
    rfl
  have hp : 0 < ⟪r, r⟫_ℝ := by
    rw [real_inner_self_eq_norm_sq]
    exact pow_pos (norm_pos_iff.mpr hr) 2
  have hA : 0 < χ * κ ^ 2 * ⟪r, r⟫_ℝ := mul_pos (mul_pos hχ (pow_pos hκ 2)) hp
  have hB : 0 < 1 + χ * κ := by linarith [mul_pos hχ hκ]
  have hg : ⟪κ • r, (scalarModel r χ κ hχ hκ.le).X (κ • r)⟫_ℝ
      = -(χ * κ ^ 2 * ⟪r, r⟫_ℝ) := by
    simp only [hX, real_inner_smul_left, real_inner_smul_right]
    ring
  have hc : (scalarModel r χ κ hχ hκ.le).curvature (κ • r)
      = χ * κ ^ 2 * ⟪r, r⟫_ℝ * (1 + χ * κ) := by
    simp only [ResponseModel.curvature, hX, hK, inner_sub_right, real_inner_smul_left,
      real_inner_smul_right]
    ring
  refine ⟨by rw [hR]; exact smul_ne_zero hκ.ne' hr, ?_⟩
  rw [ResponseModel.optStep, hR, hg, hc, neg_neg,
    div_eq_div_iff (mul_pos hA hB).ne' hB.ne']
  ring

end LinearMixing
```

```lean
#print axioms LinearMixing.line_search
-- 'LinearMixing.line_search' depends on axioms: [propext, Classical.choice, Quot.sound]
#print axioms LinearMixing.fixed_damping
-- 'LinearMixing.fixed_damping' depends on axioms: [propext, Classical.choice, Quot.sound]
#print axioms LinearMixing.selfConsistent_iff_minimiser
-- 'LinearMixing.selfConsistent_iff_minimiser' depends on axioms: [propext, Classical.choice, Quot.sound]
```
